# Unsöld's sum rule for finite unitary multiplets on transitive spaces

The angular densities of a filled p shell add up to a constant. Each \(|Y_{1m}|^2\) varies with direction, and if one member is missing or wrongly normalised, the total density acquires a preferred axis. The sum rule gives the value that the total must have at every point, from the symmetry and the normalisation alone.

## Multiplets and their kernel

Let a group \(G\) act on a set \(X\) transitively: any point can be moved to any other. Let \(\mu\) be a measure on \(X\), and let \(f_1,\dots,f_n\), with \(n\ge 1\), be complex functions that mix among themselves,

\[
f_i(gx)=\sum_j U_{ij}(g)\,f_j(x),\qquad U(g)^\dagger U(g)=1 ,
\]

each normalised by \(\int |f_i|^2\,d\mu=1\). Define the kernel and the density by

\[
K(x,y)=\sum_i f_i(x)\,\overline{f_i(y)},\qquad \rho(x)=\sum_i |f_i(x)|^2 .
\]

Then \(K(gx,gy)=K(x,y)\), the mass \(\mu(X)\) is finite and positive, and for all \(i\) and \(x\)

\[
K(x,x)=\frac{n}{\mu(X)},\qquad |f_i(x)|^2\le\frac{n}{\mu(X)} .
\]

For the spherical harmonics of degree \(l\) on the unit sphere, \(n=2l+1\) and \(\mu(X)=4\pi\), which is Unsöld's theorem in its usual form. With the convention \(Y_{lm}(R^{-1}x)=\sum_{m'}Y_{lm'}(x)D^l_{m'm}(R)\), the matrix here is \(U_{mm'}(R)=\overline{D^l_{mm'}(R)}\). This transformation law is an input that the Lean code below does not derive, and the Legendre polynomial of the addition theorem does not appear in it.

In electronic structure, for a single determinant of non-interacting electrons that fills such a multiplet with one common radial function, the sum rule makes the shell's density spherical.

## From unitarity to a constant density

Insert the transformation law twice:

\[
K(gx,gy)=\sum_{j,k}\Big(\sum_i \overline{U_{ik}(g)}\,U_{ij}(g)\Big) f_j(x)\,\overline{f_k(y)} .
\]

The bracket is \((U^\dagger U)_{kj}=\delta_{kj}\), so the right side is \(K(x,y)\).

On the diagonal \(K(x,x)=\rho(x)\), hence \(\rho(gx)=\rho(x)\). By transitivity every point has the form \(gx\), so \(\rho\) is a constant \(c\). Integrating gives

\[
c\,\mu(X)=\int\rho\,d\mu=\sum_i\int|f_i|^2\,d\mu=n .
\]

Since \(n\ge1\), the constant is not zero. A nonzero constant is integrable only if the mass is finite, and the mass cannot vanish because the product is \(n\). Thus \(c=n/\mu(X)\).

## Bounds and reproduction

One nonnegative term is at most the whole sum, which gives the pointwise bound. It is attained by \(f_i\) at \(x\) exactly when the remaining terms add up to zero, that is, when \(f_j(x)=0\) for all \(j\ne i\).

Between two points, \(ab\le(a^2+b^2)/2\) gives

\[
|K(x,y)|\le\sum_i\frac{|f_i(x)|^2+|f_i(y)|^2}{2}=\frac{\rho(x)+\rho(y)}{2}=\frac{n}{\mu(X)} .
\]

Orthogonality has not been used so far. It enters when the kernel is integrated against a member:

\[
\int K(x,y)f_j(y)\,d\mu(y)=\sum_i f_i(x)\int\overline{f_i}\,f_j\,d\mu=f_j(x).
\]

This step needs neither the group nor unitarity.

## How the physics is encoded

The index type `ι` labels the members, and `Fintype.card ι` is \(n\). `IsMultiplet U f` contains the unitarity of each `U g` and the transformation law; it does not ask that `U` be a representation. Transitivity is `MulAction.IsPretransitive G X`. The hypothesis `hn` is the normalisation, and `μ.real Set.univ` is \(\mu(X)\) as a real number. No invariance of \(\mu\) under the group is assumed.

`IsOrthonormal μ f` states that the overlaps are integrable and equal \(\delta_{ij}\), with the conjugate on the first factor. `IsOrthonormal.normalised` derives `hn` from it, so `unsold` applies to every nonempty orthonormal multiplet on a transitive space. The setting is restricted to finitely many scalar functions and a single orbit: a density in three-dimensional space, where rotations preserve the radius, is covered through its angular factors. For functions \(\phi(r)Y_{lm}\) with a common radial function \(\phi\), the theorem is applied to the \(Y_{lm}\) on the unit sphere and the result is multiplied by \(|\phi(r)|^2\).

```lean
import Mathlib

open MeasureTheory Matrix
open scoped ComplexConjugate

namespace UnsoldTransitive

noncomputable section

variable {G X ι : Type*} [Group G] [MulAction G X] [Fintype ι] [DecidableEq ι]

/-- The kernel `K(x,y) = ∑ i, f i x * conj (f i y)` of a finite family of functions. -/
def kernel (f : ι → X → ℂ) (x y : X) : ℂ := ∑ i, f i x * conj (f i y)

/-- The total density `∑ i, |f i x|²` of the family at a point. -/
def density (f : ι → X → ℂ) (x : X) : ℝ := ∑ i, ‖f i x‖ ^ 2

/-- The functions `f i` transform among themselves under the group by unitary matrices. -/
structure IsMultiplet (U : G → Matrix ι ι ℂ) (f : ι → X → ℂ) : Prop where
  unitary : ∀ g, U g ∈ Matrix.unitaryGroup ι ℂ
  transform : ∀ g i x, f i (g • x) = ∑ j, U g i j * f j x

/-- The functions `f i` have integrable overlaps and are orthonormal with respect to `μ`. -/
structure IsOrthonormal [MeasurableSpace X] (μ : Measure X) (f : ι → X → ℂ) : Prop where
  integrable : ∀ i j, Integrable (fun x => conj (f i x) * f j x) μ
  overlap : ∀ i j, ∫ x, conj (f i x) * f j x ∂μ = if i = j then 1 else 0

/-- The kernel of a unitary multiplet is unchanged when both points are moved by the same
group element. -/
theorem kernel_invariant {U : G → Matrix ι ι ℂ} {f : ι → X → ℂ} (hf : IsMultiplet U f)
    (g : G) (x y : X) : kernel f (g • x) (g • y) = kernel f x y := by
  have hk : ∀ a b : X, kernel f a b = star (fun i => f i b) ⬝ᵥ (fun i => f i a) := by
    intro a b
    simp only [kernel, dotProduct, Pi.star_apply]
    exact Finset.sum_congr rfl fun i _ => mul_comm _ _
  have ht : ∀ a : X, (fun i => f i (g • a)) = U g *ᵥ (fun i => f i a) := by
    intro a
    funext i
    exact hf.transform g i a
  have hu : (U g)ᴴ * U g = 1 := Matrix.mem_unitaryGroup_iff'.mp (hf.unitary g)
  -- the unitary matrix meets its conjugate transpose and cancels
  rw [hk, hk, ht, ht, Matrix.star_mulVec, ← Matrix.dotProduct_mulVec,
    Matrix.mulVec_mulVec, hu, Matrix.one_mulVec]

omit [DecidableEq ι] [Group G] [MulAction G X] in
/-- On the diagonal the kernel is the total density. -/
theorem kernel_diag (f : ι → X → ℂ) (x : X) : kernel f x x = (density f x : ℂ) := by
  simp only [kernel, density, Complex.mul_conj, Complex.normSq_eq_norm_sq, Complex.ofReal_sum]

variable [MeasurableSpace X] {μ : Measure X}

omit [Fintype ι] in
/-- Each member of an orthonormal family is normalised. -/
theorem IsOrthonormal.normalised {f : ι → X → ℂ} (h : IsOrthonormal μ f) (i : ι) :
    ∫ x, ‖f i x‖ ^ 2 ∂μ = 1 := by
  have e := h.overlap i i
  have hs : ∀ x, conj (f i x) * f i x = ((‖f i x‖ ^ 2 : ℝ) : ℂ) := by
    intro x
    rw [mul_comm, Complex.mul_conj, Complex.normSq_eq_norm_sq]
  rw [if_pos rfl] at e
  simp_rw [hs] at e
  rw [integral_complex_ofReal] at e
  exact_mod_cast e

/-- Integrating the kernel of an orthonormal family against a member returns that member. -/
theorem kernel_reproducing {f : ι → X → ℂ} (h : IsOrthonormal μ f) (j : ι) (x : X) :
    ∫ y, kernel f x y * f j y ∂μ = f j x := by
  have hs : ∀ y, kernel f x y * f j y = ∑ i, f i x * (conj (f i y) * f j y) := by
    intro y
    simp only [kernel, Finset.sum_mul, mul_assoc]
  simp_rw [hs]
  rw [MeasureTheory.integral_finsetSum _ (fun i _ => (h.integrable i j).const_mul _)]
  simp only [integral_const_mul, h.overlap]
  simp

/-- For a normalised multiplet on a transitive space, the density at any point times the total
mass is the number of functions. -/
theorem density_mul_mass [MulAction.IsPretransitive G X] {U : G → Matrix ι ι ℂ}
    {f : ι → X → ℂ} (hf : IsMultiplet U f) (hn : ∀ i, ∫ x, ‖f i x‖ ^ 2 ∂μ = 1) (x : X) :
    density f x * μ.real Set.univ = Fintype.card ι := by
  -- transitivity makes the density constant
  have hc : ∀ y, density f y = density f x := by
    intro y
    obtain ⟨g, rfl⟩ := MulAction.exists_smul_eq G x y
    have h := kernel_invariant hf g x x
    rw [kernel_diag, kernel_diag] at h
    exact_mod_cast h
  have hi : ∀ i, Integrable (fun y => ‖f i y‖ ^ 2) μ := by
    intro i
    by_contra h
    have h1 := hn i
    rw [integral_undef h] at h1
    exact zero_ne_one h1
  -- the integrated density counts the functions
  have h1 : ∫ y, density f y ∂μ = Fintype.card ι := by
    unfold density
    rw [MeasureTheory.integral_finsetSum _ (fun i _ => hi i)]
    simp [hn]
  simp_rw [hc] at h1
  rw [integral_const, smul_eq_mul] at h1
  rw [mul_comm]
  exact h1

/-- Generalised Unsöld theorem: for a normalised unitary multiplet of `n` functions on a
transitive space, the kernel is invariant, the total mass is finite and positive, the diagonal
is `n / μ(X)` everywhere, and each `|f i x|²` is at most `n / μ(X)`. -/
theorem unsold [MulAction.IsPretransitive G X] [Nonempty ι] {U : G → Matrix ι ι ℂ}
    {f : ι → X → ℂ} (hf : IsMultiplet U f) (hn : ∀ i, ∫ x, ‖f i x‖ ^ 2 ∂μ = 1) :
    (∀ (g : G) (x y : X), kernel f (g • x) (g • y) = kernel f x y) ∧
    0 < μ.real Set.univ ∧
    (∀ x, kernel f x x = ((Fintype.card ι / μ.real Set.univ : ℝ) : ℂ)) ∧
    ∀ i x, ‖f i x‖ ^ 2 ≤ Fintype.card ι / μ.real Set.univ := by
  have hm : 0 < μ.real Set.univ := by
    rcases isEmpty_or_nonempty X with hX | ⟨⟨x⟩⟩
    · have h1 := hn (Classical.arbitrary ι)
      rw [Measure.eq_zero_of_isEmpty μ, integral_zero_measure] at h1
      exact absurd h1 zero_ne_one
    · refine lt_of_le_of_ne measureReal_nonneg fun h0 => ?_
      have h := density_mul_mass hf hn x
      rw [← h0, mul_zero] at h
      have hp : (0 : ℝ) < Fintype.card ι := by exact_mod_cast Fintype.card_pos
      linarith
  have hd : ∀ x, density f x = Fintype.card ι / μ.real Set.univ := fun x =>
    (eq_div_iff hm.ne').mpr (density_mul_mass hf hn x)
  refine ⟨kernel_invariant hf, hm, fun x => by rw [kernel_diag, hd], fun i x => ?_⟩
  rw [← hd x]
  exact Finset.single_le_sum (f := fun j => ‖f j x‖ ^ 2)
    (fun j _ => sq_nonneg _) (Finset.mem_univ i)

/-- The pointwise bound is attained by `f i` at `x` exactly when all other members of the
multiplet vanish there. -/
theorem bound_attained_iff [MulAction.IsPretransitive G X] {U : G → Matrix ι ι ℂ}
    {f : ι → X → ℂ} (hf : IsMultiplet U f) (hn : ∀ i, ∫ x, ‖f i x‖ ^ 2 ∂μ = 1)
    (i : ι) (x : X) :
    ‖f i x‖ ^ 2 = Fintype.card ι / μ.real Set.univ ↔ ∀ j, j ≠ i → f j x = 0 := by
  have : Nonempty ι := ⟨i⟩
  have hd := (eq_div_iff (unsold hf hn).2.1.ne').mpr (density_mul_mass hf hn x)
  have hs : ‖f i x‖ ^ 2 + ∑ j ∈ Finset.univ.erase i, ‖f j x‖ ^ 2 = density f x :=
    Finset.add_sum_erase Finset.univ (fun j => ‖f j x‖ ^ 2) (Finset.mem_univ i)
  rw [← hd]
  constructor
  · intro h j hj
    have h0 : ∑ j ∈ Finset.univ.erase i, ‖f j x‖ ^ 2 = 0 := by linarith
    have h1 := (Finset.sum_eq_zero_iff_of_nonneg (fun j _ => sq_nonneg ‖f j x‖)).mp h0 j
      (Finset.mem_erase.mpr ⟨hj, Finset.mem_univ j⟩)
    exact norm_eq_zero.mp (pow_eq_zero_iff two_ne_zero |>.mp h1)
  · intro h
    have h0 : ∑ j ∈ Finset.univ.erase i, ‖f j x‖ ^ 2 = 0 :=
      Finset.sum_eq_zero fun j hj => by simp [h j (Finset.ne_of_mem_erase hj)]
    linarith

/-- The kernel between any two points is at most `n / μ(X)` in modulus. -/
theorem norm_kernel_le [MulAction.IsPretransitive G X] [Nonempty ι] {U : G → Matrix ι ι ℂ}
    {f : ι → X → ℂ} (hf : IsMultiplet U f) (hn : ∀ i, ∫ x, ‖f i x‖ ^ 2 ∂μ = 1) (x y : X) :
    ‖kernel f x y‖ ≤ Fintype.card ι / μ.real Set.univ := by
  have hd := fun z => (eq_div_iff (unsold hf hn).2.1.ne').mpr (density_mul_mass hf hn z)
  have h1 : ‖kernel f x y‖ ≤ ∑ i, (‖f i x‖ ^ 2 + ‖f i y‖ ^ 2) / 2 := by
    refine (norm_sum_le _ _).trans (Finset.sum_le_sum fun i _ => ?_)
    rw [norm_mul, RCLike.norm_conj]
    nlinarith [sq_nonneg (‖f i x‖ - ‖f i y‖)]
  have h2 : ∑ i, (‖f i x‖ ^ 2 + ‖f i y‖ ^ 2) / 2 = (density f x + density f y) / 2 := by
    rw [← Finset.sum_div, Finset.sum_add_distrib]
    rfl
  rw [h2, hd x, hd y] at h1
  linarith

/-- The function equal to one on site `i` and zero on the other sites. -/
def site (n : ℕ) (i x : Fin n) : ℂ := if i = x then 1 else 0

/-- The matrix that permutes the site functions. -/
def siteMatrix (n : ℕ) (s : Equiv.Perm (Fin n)) : Matrix (Fin n) (Fin n) ℂ :=
  Matrix.of fun i j => if i = s j then 1 else 0

/-- The site functions on `n` points with counting measure form an orthonormal unitary multiplet
under the permutation group, which acts transitively. -/
theorem unsold_witness (n : ℕ) :
    MulAction.IsPretransitive (Equiv.Perm (Fin n)) (Fin n) ∧
    IsMultiplet (siteMatrix n) (site n) ∧
    IsOrthonormal (Measure.count : Measure (Fin n)) (site n) := by
  refine ⟨⟨fun x y => ⟨Equiv.swap x y, by simp [Equiv.Perm.smul_def]⟩⟩, ⟨fun s => ?_, ?_⟩,
    ⟨fun i j => Integrable.of_finite, fun i j => ?_⟩⟩
  · rw [Matrix.mem_unitaryGroup_iff']
    ext j k
    simp only [Matrix.mul_apply, Matrix.star_apply, siteMatrix, Matrix.of_apply]
    rw [Finset.sum_eq_single (s j)]
    · simp [Matrix.one_apply]
    · intro i _ h
      simp [h]
    · simp
  · intro s i x
    simp [site, siteMatrix, Equiv.Perm.smul_def]
  · rw [integral_count, Finset.sum_eq_single i]
    · simp [site, eq_comm]
    · intro x _ h
      simp [site, Ne.symm h]
    · simp

end

end UnsoldTransitive
```

```lean
#print axioms UnsoldTransitive.kernel_reproducing
#print axioms UnsoldTransitive.unsold
#print axioms UnsoldTransitive.bound_attained_iff
#print axioms UnsoldTransitive.norm_kernel_le
```

```
'UnsoldTransitive.kernel_reproducing' depends on axioms: [propext, Classical.choice, Quot.sound]
'UnsoldTransitive.unsold' depends on axioms: [propext, Classical.choice, Quot.sound]
'UnsoldTransitive.bound_attained_iff' depends on axioms: [propext, Classical.choice, Quot.sound]
'UnsoldTransitive.norm_kernel_le' depends on axioms: [propext, Classical.choice, Quot.sound]
```

## The proof, lemma by lemma

`kernel_invariant` writes \(K(a,b)\) as the dot product of the conjugated vector \(f(b)\) with \(f(a)\). The final rewrite moves both matrices between the vectors, where `hu` replaces \(U^\dagger U\) by the identity. `kernel_diag` identifies the diagonal with the density.

In `density_mul_mass`, `hc` is the transitivity step: it obtains a `g` that carries `x` to `y` and applies invariance. `h1` exchanges integral and finite sum to get \(n\), and `integral_const` then evaluates the integral of the constant. `unsold` first proves that the mass is positive, then divides; `Finset.single_le_sum` supplies the pointwise bound.

`bound_attained_iff` splits the density into the `i` term and the rest. `norm_kernel_le` uses the triangle inequality, and `nlinarith` receives the square \((|f_i(x)|-|f_i(y)|)^2\ge0\). Both theorems keep the hypotheses of `unsold`, a normalised unitary multiplet on a transitive space, which their docstrings do not repeat in full. `kernel_reproducing` is the orthogonality calculation above.

`unsold_witness` gives a concrete example: the site functions \(f_i(x)=\delta_{ix}\) on \(n\) points with counting measure, permuted by the symmetric group. For \(n\ge1\) the sum rule reads \(K(x,x)=n/n=1\), and \(f_i\) attains its bound at site \(i\).

## Integrability read off from a nonzero integral

The proof turns on Mathlib's convention that the integral of a non-integrable function is zero, recorded in `integral_undef`. An integral equal to 1 therefore certifies integrability: in `hi`, the contrary assumption turns `hn i` into \(0=1\). This permits the exchange of sum and integral without a separate hypothesis. The mass is treated likewise, since `μ.real Set.univ` is zero when the measure is infinite. The identity \(\rho(x)\,\mu(X)=n\) with \(n\ge1\) thus excludes zero and infinite mass at once, and the single inequality `0 < μ.real Set.univ` expresses both facts.
